# For a two-body Hamiltonian, the projected tailored coupled-cluster energy is the CAS energy plus an external term

Take an active excitation $a$ and an external excitation $b$ that commute and square to zero: then $e^{a+b}=1+a+b+ab$, and a functional that reads off the coefficient of $ab$ gives 1 on this state, although it gives 0 on $e^a$ and on $e^b$. The Lean file below proves the general energy formula that contains this product term, for commuting excitations and an energy functional that vanishes on triple and higher excitations.

```lean
import Mathlib

namespace TailoredCoupledCluster

noncomputable section

variable {R E : Type*} [CommRing R] [Algebra ℚ R] [AddCommGroup E] [Module ℚ E]

/-- The coupled-cluster energy expression `h(1 + T1 + T2 + T1²/2)` in terms of singles and
doubles amplitudes. -/
def ccsdEnergy (h : R →ₗ[ℚ] E) (T1 T2 : R) : E :=
  h (1 + T1 + T2 + (1 / 2 : ℚ) • T1 ^ 2)

/-- The external energy `h(B1 + B2 + C1 B1 + B1²/2)` of external singles `B1` and doubles `B2`
in the presence of active singles `C1`. -/
def externalEnergy (h : R →ₗ[ℚ] E) (C1 B1 B2 : R) : E :=
  h (B1 + B2 + C1 * B1 + (1 / 2 : ℚ) • B1 ^ 2)

/-- With active amplitudes `C1` and `C2 - C1²/2` taken from a CAS vector, the CCSD energy
expression is the CAS energy plus the external energy. -/
theorem tailored_ccsd_energy (h : R →ₗ[ℚ] E) (C1 C2 B1 B2 : R) :
    ccsdEnergy h (C1 + B1) (C2 - (1 / 2 : ℚ) • C1 ^ 2 + B2)
      = h (1 + C1 + C2) + externalEnergy h C1 B1 B2 := by
  have h2 : algebraMap ℚ R (1 / 2) * 2 = 1 := by
    rw [← map_ofNat (algebraMap ℚ R) 2, ← map_mul]
    norm_num
  unfold ccsdEnergy externalEnergy
  rw [← map_add]
  congr 1
  simp only [Algebra.smul_def]
  linear_combination (C1 * B1) * h2

omit [Algebra ℚ R] in
/-- An excitation of rank at least one times an excitation of rank at least two has rank at least
three. -/
theorem rank_one_mul_rank_two {J : Ideal R} {x y : R} (hx : x ∈ J) (hy : y ∈ J ^ 2) :
    x * y ∈ J ^ 3 := by
  rw [show J ^ 3 = J * J ^ 2 from pow_succ' J 2]
  exact Ideal.mul_mem_mul hx hy

/-- Up to excitations of rank three and higher, the exponential of a cluster operator
`B1 + B2 + B3` is `1 + B1 + B2 + B1²/2`. -/
theorem exp_low_rank {J : Ideal R} {B1 B2 B3 : R} (h1 : B1 ∈ J) (h2 : B2 ∈ J ^ 2)
    (h3 : B3 ∈ J ^ 3) (hB : IsNilpotent (B1 + B2 + B3)) :
    IsNilpotent.exp (B1 + B2 + B3) - (1 + B1 + B2 + (1 / 2 : ℚ) • B1 ^ 2) ∈ J ^ 3 := by
  have hD : B2 + B3 ∈ J ^ 2 := add_mem h2 (Ideal.pow_le_pow_right (by norm_num) h3)
  have hT : B1 + B2 + B3 ∈ J := by
    rw [add_assoc]
    exact add_mem h1 (Ideal.pow_le_self two_ne_zero hD)
  -- the square of the cluster operator differs from `B1²` only in rank three and higher
  have hsq := rank_one_mul_rank_two (add_mem hT h1) hD
  obtain ⟨k, hk⟩ := hB
  have hk3 : (B1 + B2 + B3) ^ (k + 3) = 0 := by rw [pow_add, hk, zero_mul]
  have hsplit : ∀ T : R, T ^ (k + 3) = 0 → IsNilpotent.exp T
      = (∑ i ∈ Finset.range k, ((i + 3).factorial : ℚ)⁻¹ • T ^ (i + 3))
        + (1 / 2 : ℚ) • T ^ 2 + T + 1 := by
    intro T h0
    rw [IsNilpotent.exp_eq_sum h0, Finset.sum_range_succ', Finset.sum_range_succ',
      Finset.sum_range_succ']
    simp [Nat.factorial_two, add_assoc]
  have htail : (∑ i ∈ Finset.range k, ((i + 3).factorial : ℚ)⁻¹ • (B1 + B2 + B3) ^ (i + 3))
      ∈ J ^ 3 := by
    refine sum_mem fun i _ => Submodule.smul_of_tower_mem _ _ ?_
    rw [pow_add]
    exact Ideal.mul_mem_left _ _ (Ideal.pow_mem_pow hT 3)
  rw [hsplit _ hk3]
  generalize (∑ i ∈ Finset.range k,
    ((i + 3).factorial : ℚ)⁻¹ • (B1 + B2 + B3) ^ (i + 3)) = S at htail ⊢
  have key : S + (1 / 2 : ℚ) • (B1 + B2 + B3) ^ 2 + (B1 + B2 + B3) + 1
      - (1 + B1 + B2 + (1 / 2 : ℚ) • B1 ^ 2)
      = S + (1 / 2 : ℚ) • ((B1 + B2 + B3 + B1) * (B2 + B3)) + B3 := by
    simp only [Algebra.smul_def]
    ring
  rw [key]
  exact add_mem (add_mem htail (Submodule.smul_of_tower_mem _ _ hsq)) h3

/-- A linear map `P` that annihilates all external excitations `K` gives the same result on the
tailored wave function `exp(A + B)` as on the active one `exp A`. -/
theorem active_part_unchanged {K : Ideal R} (P : R →ₗ[ℚ] E) (hP : ∀ x ∈ K, P x = 0)
    {A B : R} (hA : IsNilpotent A) (hB : IsNilpotent B) (hBK : B ∈ K) :
    P (IsNilpotent.exp (A + B)) = P (IsNilpotent.exp A) := by
  have h0 := exp_low_rank (J := K) (B1 := B) (B2 := 0) (B3 := 0) hBK (zero_mem _) (zero_mem _)
    (by simpa using hB)
  simp only [add_zero] at h0
  have h1 : B + (1 / 2 : ℚ) • B ^ 2 ∈ K :=
    add_mem hBK (Submodule.smul_of_tower_mem _ _ (Ideal.pow_mem_of_mem K hBK 2 two_pos))
  have h2 := K.mul_mem_left (IsNilpotent.exp A)
    (add_mem (Ideal.pow_le_self three_ne_zero h0) h1)
  rw [← sub_eq_zero, ← map_sub, IsNilpotent.exp_add_of_commute (Commute.all A B) hA hB]
  apply hP
  convert h2 using 1
  ring

/-- Tailored coupled cluster: if `exp A` is the CAS vector `1 + C1 + C2 + C3` and `h` vanishes
on triple and higher excitations, the energy of `exp(A + B)` is the CAS energy plus the
external energy. -/
theorem tailored_energy {J : Ideal R} (h : R →ₗ[ℚ] E) (hJ : ∀ x ∈ J ^ 3, h x = 0)
    {A C1 C2 C3 B1 B2 B3 : R} (hA : IsNilpotent A)
    (hCAS : IsNilpotent.exp A = 1 + C1 + C2 + C3)
    (hC1 : C1 ∈ J) (hC2 : C2 ∈ J ^ 2) (hC3 : C3 ∈ J ^ 3)
    (hB1 : B1 ∈ J) (hB2 : B2 ∈ J ^ 2) (hB3 : B3 ∈ J ^ 3) (hB : IsNilpotent (B1 + B2 + B3)) :
    h (IsNilpotent.exp (A + (B1 + B2 + B3)))
      = h (1 + C1 + C2) + externalEnergy h C1 B1 B2 := by
  have hr := exp_low_rank hB1 hB2 hB3 hB
  have hq : B2 + (1 / 2 : ℚ) • B1 ^ 2 ∈ J ^ 2 :=
    add_mem hB2 (Submodule.smul_of_tower_mem _ _ (Ideal.pow_mem_pow hB1 2))
  have hs : B1 + (B2 + (1 / 2 : ℚ) • B1 ^ 2) ∈ J :=
    add_mem hB1 (Ideal.pow_le_self two_ne_zero hq)
  unfold externalEnergy
  rw [← map_add, ← sub_eq_zero, ← map_sub,
    IsNilpotent.exp_add_of_commute (Commute.all _ _) hA hB, hCAS]
  apply hJ
  generalize IsNilpotent.exp (B1 + B2 + B3) = X at hr ⊢
  -- everything beyond the stated terms has rank at least three
  have key : (1 + C1 + C2 + C3) * X
      - (1 + C1 + C2 + (B1 + B2 + C1 * B1 + (1 / 2 : ℚ) • B1 ^ 2))
      = (1 + C1 + C2 + C3) * (X - (1 + B1 + B2 + (1 / 2 : ℚ) • B1 ^ 2))
        + (1 + B1 + B2 + (1 / 2 : ℚ) • B1 ^ 2) * C3
        + C1 * (B2 + (1 / 2 : ℚ) • B1 ^ 2)
        + (B1 + (B2 + (1 / 2 : ℚ) • B1 ^ 2)) * C2 := by
    simp only [Algebra.smul_def]
    ring
  rw [key]
  exact add_mem (add_mem (add_mem (Ideal.mul_mem_left _ _ hr) (Ideal.mul_mem_left _ _ hC3))
    (rank_one_mul_rank_two hC1 hq)) (rank_one_mul_rank_two hs hC2)

/-- The active and external correlation energies add up to that of the tailored wave function
except for the coupling `h(C1 B1)` of active and external singles. -/
theorem correlation_energy_coupling {J : Ideal R} (h : R →ₗ[ℚ] E) (hJ : ∀ x ∈ J ^ 3, h x = 0)
    {A C1 C2 C3 B1 B2 B3 : R} (hA : IsNilpotent A)
    (hCAS : IsNilpotent.exp A = 1 + C1 + C2 + C3)
    (hC1 : C1 ∈ J) (hC2 : C2 ∈ J ^ 2) (hC3 : C3 ∈ J ^ 3)
    (hB1 : B1 ∈ J) (hB2 : B2 ∈ J ^ 2) (hB3 : B3 ∈ J ^ 3) (hB : IsNilpotent (B1 + B2 + B3)) :
    h (IsNilpotent.exp (A + (B1 + B2 + B3))) - h 1
      = (h (IsNilpotent.exp A) - h 1) + (h (IsNilpotent.exp (B1 + B2 + B3)) - h 1)
        + h (C1 * B1) := by
  have hb := hJ _ (exp_low_rank hB1 hB2 hB3 hB)
  rw [map_sub, sub_eq_zero] at hb
  rw [tailored_energy h hJ hA hCAS hC1 hC2 hC3 hB1 hB2 hB3 hB, hb, hCAS]
  simp only [externalEnergy, map_add, hJ C3 hC3]
  abel

omit [Algebra ℚ R] in
/-- If two excitations each square to zero, every excitation of rank three built from them
vanishes. -/
theorem no_triple_excitations {a b : R} (ha : a ^ 2 = 0) (hb : b ^ 2 = 0) :
    ∀ x ∈ Ideal.span {a, b} ^ 3, x = 0 := by
  intro x hx
  rw [pow_three' (Ideal.span {a, b})] at hx
  refine Submodule.mul_induction_on hx (fun m hm t ht => ?_)
    (fun x y hx hy => by rw [hx, hy, add_zero])
  obtain ⟨p, q, rfl⟩ := Ideal.mem_span_pair.1 ht
  refine Submodule.mul_induction_on hm (fun r hr s hs => ?_)
    (fun x y hx hy => by rw [add_mul, hx, hy, add_zero])
  obtain ⟨u, v, rfl⟩ := Ideal.mem_span_pair.1 hr
  obtain ⟨w, z, rfl⟩ := Ideal.mem_span_pair.1 hs
  linear_combination (u * w * (p * a + q * b) + (u * z + v * w) * p * b) * ha
    + (v * z * (p * a + q * b) + (u * z + v * w) * q * a) * hb

/-- Coefficients of the reference, an active excitation, an external excitation and their
product. -/
@[ext]
structure TwoExc where
  ref : ℚ
  act : ℚ
  out : ℚ
  pair : ℚ

instance : Zero TwoExc := ⟨⟨0, 0, 0, 0⟩⟩

instance : One TwoExc := ⟨⟨1, 0, 0, 0⟩⟩

instance : Neg TwoExc := ⟨fun a => ⟨-a.ref, -a.act, -a.out, -a.pair⟩⟩

instance : Add TwoExc :=
  ⟨fun a b => ⟨a.ref + b.ref, a.act + b.act, a.out + b.out, a.pair + b.pair⟩⟩

instance : Mul TwoExc :=
  ⟨fun a b => ⟨a.ref * b.ref, a.ref * b.act + a.act * b.ref, a.ref * b.out + a.out * b.ref,
    a.ref * b.pair + a.act * b.out + a.out * b.act + a.pair * b.ref⟩⟩

/-- The arithmetic of the two-excitation model in components. -/
theorem TwoExc.arith :
    (0 : TwoExc) = ⟨0, 0, 0, 0⟩ ∧ (1 : TwoExc) = ⟨1, 0, 0, 0⟩ ∧
    (∀ a : TwoExc, -a = ⟨-a.ref, -a.act, -a.out, -a.pair⟩) ∧
    (∀ a b : TwoExc, a + b = ⟨a.ref + b.ref, a.act + b.act, a.out + b.out, a.pair + b.pair⟩) ∧
    (∀ a b : TwoExc, a * b = ⟨a.ref * b.ref, a.ref * b.act + a.act * b.ref,
      a.ref * b.out + a.out * b.ref,
      a.ref * b.pair + a.act * b.out + a.out * b.act + a.pair * b.ref⟩) :=
  ⟨rfl, rfl, fun _ => rfl, fun _ _ => rfl, fun _ _ => rfl⟩

instance : CommRing TwoExc := by
  refine { nsmul := nsmulRec, zsmul := zsmulRec, add_assoc := ?_, zero_add := ?_,
           add_zero := ?_, add_comm := ?_, neg_add_cancel := ?_, mul_assoc := ?_,
           one_mul := ?_, mul_one := ?_, left_distrib := ?_, right_distrib := ?_,
           zero_mul := ?_, mul_zero := ?_, mul_comm := ?_ } <;>
    intros <;> apply TwoExc.ext <;> simp only [TwoExc.arith] <;> ring

instance : Algebra ℚ TwoExc := RingHom.toAlgebra
  { toFun := fun q => ⟨q, 0, 0, 0⟩
    map_one' := rfl
    map_zero' := rfl
    map_mul' := fun a b => by simp [TwoExc.arith]
    map_add' := fun a b => by simp [TwoExc.arith] }

/-- The active excitation of the two-excitation model. -/
def active : TwoExc := ⟨0, 1, 0, 0⟩

/-- The external excitation of the two-excitation model. -/
def ext : TwoExc := ⟨0, 0, 1, 0⟩

/-- The functional that reads off the coefficient of the double excitation. -/
def pairEnergy : TwoExc →ₗ[ℚ] ℚ where
  toFun x := x.pair
  map_add' _ _ := rfl
  map_smul' q x := by
    change q * x.pair + 0 * x.out + 0 * x.act + 0 * x.ref = q * x.pair
    ring

/-- The two-excitation model meets the hypotheses of the energy theorems with `A = C1 = active`,
`B1 = ext` and all other amplitudes zero, and its coupling `h(C1 B1)` is one. -/
theorem tailored_energy_witness :
    (∀ x ∈ Ideal.span {active, ext} ^ 3, pairEnergy x = 0) ∧
      active ∈ Ideal.span {active, ext} ∧ ext ∈ Ideal.span {active, ext} ∧
      IsNilpotent active ∧ IsNilpotent ext ∧ IsNilpotent.exp active = 1 + active ∧
      pairEnergy (active * ext) = 1 := by
  have ha : active ^ 2 = 0 := by
    rw [sq]
    simp [TwoExc.arith, active]
  have hb : ext ^ 2 = 0 := by
    rw [sq]
    simp [TwoExc.arith, ext]
  refine ⟨?_, ?_, ?_, ⟨2, ha⟩, ⟨2, hb⟩, ?_, ?_⟩
  · intro x hx
    rw [no_triple_excitations ha hb x hx, map_zero]
  · exact Ideal.subset_span (Or.inl rfl)
  · exact Ideal.subset_span (Or.inr rfl)
  · rw [IsNilpotent.exp_eq_sum ha]
    simp [Finset.sum_range_succ]
  · change (active * ext).pair = 1
    simp [TwoExc.arith, active, ext]

end

end TailoredCoupledCluster
```

```lean
#print axioms TailoredCoupledCluster.tailored_ccsd_energy
-- 'TailoredCoupledCluster.tailored_ccsd_energy' depends on axioms: [propext, Classical.choice, Quot.sound]
#print axioms TailoredCoupledCluster.active_part_unchanged
-- 'TailoredCoupledCluster.active_part_unchanged' depends on axioms: [propext, Classical.choice, Quot.sound]
#print axioms TailoredCoupledCluster.tailored_energy
-- 'TailoredCoupledCluster.tailored_energy' depends on axioms: [propext, Classical.choice, Quot.sound]
#print axioms TailoredCoupledCluster.correlation_energy_coupling
-- 'TailoredCoupledCluster.correlation_energy_coupling' depends on axioms: [propext, Classical.choice, Quot.sound]
```

## The energy formula and its relatives

In tailored coupled cluster, the amplitudes inside a complete active space (CAS) are taken from a CAS wave function and kept fixed, and external amplitudes are added to them. Write $A$ for the active cluster operator and $B=B_1+B_2+B_3$ for the external one. Here $B_1$ holds singles, $B_2$ doubles, and $B_3$ everything of rank three and higher. The CAS vector is $e^A=1+C_1+C_2+C_3$, with the same meaning of the indices. For the energy functional $h$, the theorem `tailored_energy` states

$$h(e^{A+B})=h(1+C_1+C_2)+h\!\left(B_1+B_2+C_1B_1+\tfrac12B_1^2\right).$$

The second term is `externalEnergy`. It is not a property of $B$ alone, since it contains the active singles $C_1$.

Three other theorems belong to this one:

- `tailored_ccsd_energy` gives the same split for the CCSD expression $h(1+T_1+T_2+\tfrac12T_1^2)$ with $T_1=C_1+B_1$ and $T_2=C_2-\tfrac12C_1^2+B_2$.
- `correlation_energy_coupling` says that the correlation energies of $e^A$ and $e^B$, each measured from $h(1)$, add up to that of $e^{A+B}$ except for the coupling $h(C_1B_1)$. The same $B$ is used on both sides; it is not reoptimised without the active amplitudes.
- `active_part_unchanged` says that a linear map $P$ which annihilates the external excitations gives the same result on $e^{A+B}$ as on $e^A$.

## Excitations as a commutative algebra

The ring `R` is the algebra of excitation operators built on one reference determinant $\Phi_0$. Such operators commute because they all move electrons from occupied to virtual spin orbitals. The ideal `J` is generated by the single excitations in this reading, so `J ^ k` contains the operators of rank at least $k$. Rational scalars suffice for the factors $1/n!$, and real or complex algebras are covered too.

The linear map `h` stands for $X\mapsto\langle\Phi_0|HX|\Phi_0\rangle$. The hypothesis `hJ`, that `h` vanishes on `J ^ 3`, expresses that a Hamiltonian with at most two-body terms cannot connect $\Phi_0$ to a triply excited determinant. Brillouin's theorem is not assumed, so singles may contribute to the energy.

The leading 1 in `hCAS` fixes intermediate normalisation: the reference has coefficient one in the CAS vector. If that vector is an eigenvector of the Hamiltonian projected onto the active space, $h(1+C_1+C_2)$ is its CAS eigenvalue. The theorem itself needs only the expansion of $e^A$, not the eigenvalue equation.

The separation into active and external excitations enters only in `active_part_unchanged`, through an ideal `K` that contains $B$. Physically, `K` consists of excitations with at least one index outside the active space, and a product with such an excitation keeps that index or vanishes. The energy formula holds for any $B$ of the stated form. How $B$ is determined, and how accurate the resulting energy is, are not addressed.

## Collecting terms up to rank two

First expand $e^B$. Since

$$B^2-B_1^2=(B+B_1)(B_2+B_3),$$

and the factors have rank at least one and at least two, $B^2$ and $B_1^2$ differ only in rank three and higher. The powers $B^3,B^4,\dots$ also have rank at least three. Hence, modulo $J^3$,

$$e^B\equiv1+B_1+B_2+\tfrac12B_1^2.$$

Because $A$ and $B$ commute, $e^{A+B}=e^Ae^B$. Multiplying out gives

$$(1+C_1+C_2+C_3)\left(1+B_1+B_2+\tfrac12B_1^2\right)\equiv1+C_1+C_2+B_1+B_2+C_1B_1+\tfrac12B_1^2.$$

The omitted terms are $C_1(B_2+\tfrac12B_1^2)$, $C_2(B_1+B_2+\tfrac12B_1^2)$ and every term with $C_3$, all of rank at least three. Applying $h$ removes them and leaves the energy formula.

On their own, the two exponentials give $h(e^A)=h(1+C_1+C_2)$ and $h(e^B)=h(1+B_1+B_2+\tfrac12B_1^2)$. Comparison with the full energy leaves $h(C_1B_1)$ as the coupling.

For the CCSD expression no truncation is needed:

$$\tfrac12(C_1+B_1)^2=\tfrac12C_1^2+C_1B_1+\tfrac12B_1^2,$$

and the first term cancels the $-\tfrac12C_1^2$ in $T_2$.

Finally, $e^{A+B}-e^A=e^A(e^B-1)$. If $B$ lies in $K$, so does $e^B-1$, and therefore the whole difference. A map that annihilates $K$ cannot see it.

## How the Lean proof follows the algebra

`exp_low_rank` carries out the first expansion. Nilpotency makes the exponential a finite sum; `hsplit` separates its first three terms, and `htail` places the rest in `J ^ 3`. The identity `key` contains the factorisation of $B^2-B_1^2$, and `rank_one_mul_rank_two` supplies the rank count.

In `tailored_energy`, `IsNilpotent.exp_add_of_commute` factors the exponential. Another identity called `key` writes the difference between the two sides as a sum of the omitted terms and the error of the first expansion. Each summand is shown to lie in `J ^ 3`, where `hJ` makes `h` zero. `correlation_energy_coupling` then follows by substituting the separate energies.

The CCSD proof combines the two values of `h` on the right into one and compares the arguments; a `linear_combination` closes the goal, with `h2` turning twice one half into one for the cross term. `active_part_unchanged` applies `exp_low_rank` with `K` in place of `J` and no separate doubles or higher terms.

The structure `TwoExc` implements the opening example with basis $1,a,b,ab$. Since both excitations square to zero, `no_triple_excitations` shows that rank three vanishes. `tailored_energy_witness` then confirms the conditions on the model and the value 1 of the coupling.

## Amplitudes in a tailored CCSD program

A program divides the CAS coefficients by that of the reference, which must be nonzero, and converts them to cluster amplitudes. In spin orbitals, with $i,j$ occupied and $a,b$ virtual, the subtraction of $\tfrac12C_1^2$ reads

$$t_{ij}^{ab}=c_{ij}^{ab}-\left(c_i^ac_j^b-c_i^bc_j^a\right).$$

These active amplitudes are held fixed while the external ones are iterated. With all external amplitudes set to zero, the CCSD energy routine must return the CAS energy. This is only a partial test of the conversion: if $h(C_1)=0$, a wrong overall sign of the singles in $T_1$ leaves this energy unchanged.

For a numerical instance, let $a,a'$ again denote active excitations, not orbitals, and $b$ an external excitation, all commuting and square-zero. Choose

$$C_1=0.2a+0.1a',\quad C_2=-0.15aa',\quad B_1=0.1b,\quad B_2=-0.05ab.$$

Let $h(1)=-1$, $h(aa')=0.4$ and $h(ab)=0.3$, with $h$ zero on all other products and on singles. As $\tfrac12C_1^2=0.02aa'$, the active doubles amplitude is $-0.17aa'$. The doubles part of the wave function is

$$T_2+\tfrac12T_1^2=-0.15aa'-0.03ab+0.01a'b,$$

so the energy is $-1-0.06-0.009=-1.069$. The CAS energy is $-1.06$ and the external energy $-0.009$. Without the active singles the external part would be $-0.015$; the coupling $h(C_1B_1)=0.006$ accounts for the difference.
